# A potential with Im V ≤ 0 never increases the norm of a C² wave function on a ring

## Can probability leak in where the ring closes?

If the norm balance of my absorber is wrong, a potential meant to remove a wave packet may amplify it, or I may read off a loss rate that is wrong by a factor of two. On an infinite line I would integrate by parts and let the wave function vanish far away. On a ring it vanishes nowhere in particular, and if a magnetic flux through the ring is written into the boundary condition, it need not even return to its own value after one turn. Can the point where the ring closes add norm, even though $\operatorname{Im}V\le 0$ everywhere?

## The phase cancels in the current

No. Whatever current leaves at one end of the period enters at the other, so only the potential changes the norm. Take $\hbar=m=1$, circumference $L$, and

$$i\psi_t=-\tfrac12\psi_{xx}+V\psi,\qquad \psi(x+L,t)=e^{i\theta}\psi(x,t).$$

The real constant $\theta$ is the phase due to a steady flux through the ring, in the gauge that removes the vector potential from the equation; $\theta=0$ is the periodic case. The condition $\operatorname{Im}V\le0$ stands for loss into channels that the model leaves out.

Solving for $\psi_t$ and multiplying by $\psi^*$ gives

$$\psi^*\psi_t=\tfrac i2\psi^*\psi_{xx}-iV|\psi|^2.$$

Since $\partial_t|\psi|^2=2\operatorname{Re}(\psi^*\psi_t)$ and $\operatorname{Re}(iz)=-\operatorname{Im}z$,

$$\partial_t|\psi|^2=2\operatorname{Im}V\,|\psi|^2-\operatorname{Im}(\psi^*\psi_{xx}).$$

The last term is a derivative, because $|\psi_x|^2$ is real:

$$\partial_x\operatorname{Im}(\psi^*\psi_x)=\operatorname{Im}(|\psi_x|^2+\psi^*\psi_{xx})=\operatorname{Im}(\psi^*\psi_{xx}).$$

Differentiating the boundary condition in $x$ shows that $\psi_x$ picks up the same phase as $\psi$. Hence $\psi^*\psi_x$ at $x=L$ is $e^{-i\theta}e^{i\theta}=1$ times its value at $x=0$, and the integral of the last term vanishes. The rate $\partial_t|\psi|^2$ is jointly continuous, so it is bounded on $[0,L]\times[t-1,t+1]$, and we may differentiate under the integral:

$$N(t)=\int_0^L|\psi|^2dx,\qquad N'(t)=2\int_0^L\operatorname{Im}V\,|\psi|^2dx.$$

If $\operatorname{Im}V\le0$, then $N'\le0$ and $N$ never increases. In the limiting case of real $V$, $N'=0$ and the norm is conserved.

In the Lean file, `IsRingSolution L θ V ψ` collects three hypotheses: `smooth` (jointly C²), `twist` (the boundary condition) and `schrodinger` (the equation at every position and time). Position runs over the whole real line, and `twist` turns it into a ring. Despite its name, `ringNorm` is the squared norm $N$, and it need not equal 1.

The theorem `hasDerivAt_ringNorm` states the formula for $N'$, and `ringNorm_antitone` states that $N$ is nonincreasing when $L\ge0$ and $\operatorname{Im}V\le0$. The potential may depend on time. Its continuity is not assumed, since the equation already makes $\operatorname{Im}V\,|\psi|^2$ continuous in $x$. That a C² solution exists is a hypothesis.

```lean
import Mathlib

open ComplexConjugate MeasureTheory

namespace AbsorbingRing

noncomputable section

/-- A jointly C² wave function on a ring of circumference `L` that picks up the phase `θ` in one
turn and solves `i ψ_t = -ψ_xx / 2 + V ψ` with a complex potential `V(x,t)`. -/
structure IsRingSolution (L θ : ℝ) (V ψ : ℝ → ℝ → ℂ) : Prop where
  smooth : ContDiff ℝ 2 (fun p : ℝ × ℝ => ψ p.1 p.2)
  twist : ∀ x t, ψ (x + L) t = Complex.exp (θ * Complex.I) * ψ x t
  schrodinger : ∀ x t, Complex.I * deriv (fun s => ψ x s) t =
    -deriv (deriv (fun y => ψ y t)) x / 2 + V x t * ψ x t

/-- The squared norm of the wave function at time `t`, integrated once around the ring. -/
def ringNorm (L : ℝ) (ψ : ℝ → ℝ → ℂ) (t : ℝ) : ℝ := ∫ x in (0 : ℝ)..L, ‖ψ x t‖ ^ 2

/-- A C² function of position is differentiable, so is its slope, and its second derivative is
continuous. -/
theorem second_deriv_regular {f : ℝ → ℂ} (hf : ContDiff ℝ 2 f) :
    Differentiable ℝ f ∧ Differentiable ℝ (deriv f) ∧ Continuous (deriv (deriv f)) := by
  have h2 : ContDiff ℝ (1 + 1) f := by
    rw [one_add_one_eq_two]
    exact hf
  have h := contDiff_succ_iff_deriv.1 h2
  exact ⟨h.1, contDiff_one_iff_deriv.1 h.2.2⟩

/-- For a jointly C² wave function the density `|ψ|²` changes at the rate `2 Re(ψ* ψ_t)`, and
this rate is jointly continuous in position and time. -/
theorem density_rate {ψ : ℝ → ℝ → ℂ} (h : ContDiff ℝ 2 (fun p : ℝ × ℝ => ψ p.1 p.2)) :
    (∀ x t, HasDerivAt (fun s => ‖ψ x s‖ ^ 2)
      (2 * (conj (ψ x t) * deriv (fun s => ψ x s) t).re) t) ∧
    Continuous (fun p : ℝ × ℝ =>
      2 * (conj (ψ p.1 p.2) * deriv (fun s => ψ p.1 s) p.2).re) := by
  have hd : ∀ x t, HasDerivAt (fun s => ψ x s)
      (fderiv ℝ (fun p : ℝ × ℝ => ψ p.1 p.2) (x, t) (0, 1)) t := by
    intro x t
    have h1 := (h.differentiable (by norm_num) (x, t)).hasFDerivAt
    have h2 : HasDerivAt (fun s : ℝ => (x, s)) ((0 : ℝ), (1 : ℝ)) t :=
      (hasDerivAt_const t x).prodMk (hasDerivAt_id t)
    exact h1.comp_hasDerivAt t h2
  constructor
  · intro x t
    refine (hd x t).differentiableAt.hasDerivAt.norm_sq.congr_deriv ?_
    rw [Complex.inner]
    simp only [Complex.mul_re, Complex.conj_re, Complex.conj_im]
    ring
  · have e : (fun p : ℝ × ℝ => deriv (fun s => ψ p.1 s) p.2) =
        fun p => fderiv ℝ (fun p : ℝ × ℝ => ψ p.1 p.2) p (0, 1) :=
      funext fun p => (hd p.1 p.2).deriv
    have hc : Continuous (fun p : ℝ × ℝ => deriv (fun s => ψ p.1 s) p.2) := by
      rw [e]
      exact (h.continuous_fderiv (by norm_num)).clm_apply continuous_const
    exact continuous_const.mul
      (Complex.continuous_re.comp ((Complex.continuous_conj.comp h.continuous).mul hc))

/-- For a C² function that picks up a phase in one turn, the integral of `Im(f* f'')` around the
ring vanishes. -/
theorem kinetic_integral_im_eq_zero {L θ : ℝ} {f : ℝ → ℂ} (hf : ContDiff ℝ 2 f)
    (hL : ∀ x, f (x + L) = Complex.exp (θ * Complex.I) * f x) :
    ∫ x in (0 : ℝ)..L, (conj (f x) * deriv (deriv f) x).im = 0 := by
  obtain ⟨h0, h1, h2⟩ := second_deriv_regular hf
  -- the integrand is the derivative of Im(f* f')
  have hG : ∀ x, HasDerivAt (fun y => (conj (f y) * deriv f y).im)
      (conj (f x) * deriv (deriv f) x).im x := by
    intro x
    have hs : HasDerivAt (fun y => conj (f y)) (conj (deriv f x)) x := (h0 x).hasDerivAt.star
    have hm := hs.fun_mul (h1 x).hasDerivAt
    have hi := Complex.imCLM.hasFDerivAt.comp_hasDerivAt x hm
    refine HasDerivAt.congr_deriv hi ?_
    simp only [Complex.imCLM_apply, Complex.add_im, Complex.mul_im, Complex.conj_re,
      Complex.conj_im]
    ring
  have hc : Continuous (fun x => (conj (f x) * deriv (deriv f) x).im) :=
    Complex.continuous_im.comp ((Complex.continuous_conj.comp h0.continuous).mul h2)
  rw [intervalIntegral.integral_eq_sub_of_hasDerivAt (fun x _ => hG x)
    (hc.intervalIntegrable 0 L)]
  -- the phase cancels between f* and f' at the end of the turn
  have hfL : f L = Complex.exp (θ * Complex.I) * f 0 := by simpa using hL 0
  have hdL : deriv f L = Complex.exp (θ * Complex.I) * deriv f 0 := by
    have ha : HasDerivAt (fun x => f (x + L)) (deriv f (0 + L)) 0 :=
      (h0 (0 + L)).hasDerivAt.comp_add_const 0 L
    have hb := (h0 0).hasDerivAt.const_mul (Complex.exp (θ * Complex.I))
    rw [funext hL] at ha
    simpa using ha.unique hb
  have hu : conj (Complex.exp (θ * Complex.I)) * Complex.exp (θ * Complex.I) = 1 := by
    rw [mul_comm, Complex.mul_conj, Complex.normSq_eq_norm_sq, Complex.norm_exp_ofReal_mul_I]
    simp
  have hend : conj (f L) * deriv f L = conj (f 0) * deriv f 0 := by
    rw [hfL, hdL, map_mul]
    linear_combination (conj (f 0) * deriv f 0) * hu
  rw [hend, sub_self]

variable {L θ : ℝ} {V ψ : ℝ → ℝ → ℂ}

/-- Local balance for a solution on the ring: the rate `2 Re(ψ* ψ_t)` of the density equals
`2 Im V |ψ|² - Im(ψ* ψ_xx)`. -/
theorem density_balance (h : IsRingSolution L θ V ψ) (x t : ℝ) :
    2 * (conj (ψ x t) * deriv (fun s => ψ x s) t).re =
      2 * ((V x t).im * ‖ψ x t‖ ^ 2) -
        (conj (ψ x t) * deriv (deriv (fun y => ψ y t)) x).im := by
  have e := h.schrodinger x t
  have hr := congrArg Complex.re e
  have hi := congrArg Complex.im e
  simp at hr hi
  rw [Complex.sq_norm, Complex.normSq_apply]
  simp only [Complex.mul_re, Complex.mul_im, Complex.conj_re, Complex.conj_im]
  linear_combination 2 * (ψ x t).re * hi - 2 * (ψ x t).im * hr

/-- Norm law on the ring: the squared norm of a solution has time derivative
`2 ∫ Im V |ψ|² dx`, the integral running once around the ring. -/
theorem hasDerivAt_ringNorm (h : IsRingSolution L θ V ψ) (t : ℝ) :
    HasDerivAt (ringNorm L ψ) (2 * ∫ x in (0 : ℝ)..L, (V x t).im * ‖ψ x t‖ ^ 2) t := by
  obtain ⟨hd, hc⟩ := density_rate h.smooth
  have hp : ∀ s : ℝ, ContDiff ℝ 2 (fun y : ℝ => (y, s)) :=
    fun s => contDiff_id.prodMk contDiff_const
  have hf : ∀ s, ContDiff ℝ 2 (fun y => ψ y s) := fun s => h.smooth.comp (hp s)
  have hN : ∀ s, Continuous (fun x => ‖ψ x s‖ ^ 2) := fun s => (hf s).continuous.norm.pow 2
  have hR : Continuous (fun x => 2 * (conj (ψ x t) * deriv (fun s => ψ x s) t).re) :=
    hc.comp (hp t).continuous
  have hK : Continuous (fun x => (conj (ψ x t) * deriv (deriv (fun y => ψ y t)) x).im) :=
    Complex.continuous_im.comp ((Complex.continuous_conj.comp (hf t).continuous).mul
      (second_deriv_regular (hf t)).2.2)
  -- integrate the local balance; the kinetic term drops out
  have hI : ∫ x in (0 : ℝ)..L, 2 * (conj (ψ x t) * deriv (fun s => ψ x s) t).re =
      2 * ∫ x in (0 : ℝ)..L, (V x t).im * ‖ψ x t‖ ^ 2 := by
    have e : (fun x => (V x t).im * ‖ψ x t‖ ^ 2) = fun x =>
        (1 / 2 : ℝ) * (2 * (conj (ψ x t) * deriv (fun s => ψ x s) t).re +
          (conj (ψ x t) * deriv (deriv (fun y => ψ y t)) x).im) := by
      funext x
      linear_combination (-1 / 2 : ℝ) * density_balance h x t
    rw [e, intervalIntegral.integral_const_mul (1 / 2 : ℝ), intervalIntegral.integral_add
      (hR.intervalIntegrable 0 L) (hK.intervalIntegrable 0 L),
      kinetic_integral_im_eq_zero (hf t) (fun x => h.twist x t)]
    ring
  -- a uniform bound on the rate for nearby times, by compactness
  obtain ⟨C, hC⟩ := ((isCompact_uIcc (a := (0 : ℝ)) (b := L)).prod
    (isCompact_closedBall t 1)).exists_bound_of_continuousOn hc.continuousOn
  rw [← hI]
  exact (intervalIntegral.hasDerivAt_integral_of_dominated_loc_of_deriv_le
    (F := fun s x => ‖ψ x s‖ ^ 2)
    (F' := fun s x => 2 * (conj (ψ x s) * deriv (fun r => ψ x r) s).re)
    (bound := fun _ => C) (Metric.ball_mem_nhds t one_pos)
    (Filter.Eventually.of_forall fun s => (hN s).aestronglyMeasurable)
    ((hN t).intervalIntegrable 0 L) hR.aestronglyMeasurable
    (Filter.Eventually.of_forall fun x hx s hs =>
      hC (x, s) ⟨Set.uIoc_subset_uIcc hx, Metric.ball_subset_closedBall hs⟩)
    (continuous_const.intervalIntegrable 0 L)
    (Filter.Eventually.of_forall fun x _ s _ => hd x s)).2

/-- If `L ≥ 0` and `Im V ≤ 0` everywhere, the squared norm of a solution on the ring never
increases. -/
theorem ringNorm_antitone (h : IsRingSolution L θ V ψ) (hL : 0 ≤ L)
    (hV : ∀ x t, (V x t).im ≤ 0) : Antitone (ringNorm L ψ) := by
  refine antitone_of_deriv_nonpos
    (fun t => (hasDerivAt_ringNorm h t).differentiableAt) fun t => ?_
  rw [(hasDerivAt_ringNorm h t).deriv]
  have hn : 0 ≤ ∫ x in (0 : ℝ)..L, -((V x t).im * ‖ψ x t‖ ^ 2) :=
    intervalIntegral.integral_nonneg hL fun x _ => by
      nlinarith [mul_nonneg (neg_nonneg.2 (hV x t)) (sq_nonneg ‖ψ x t‖)]
  rw [intervalIntegral.integral_neg] at hn
  linarith

end

end AbsorbingRing
```

```lean
#print axioms AbsorbingRing.ringNorm_antitone
```

```
'AbsorbingRing.ringNorm_antitone' depends on axioms: [propext, Classical.choice, Quot.sound]
```

`density_rate` obtains $\psi_t$ as the full derivative of $\psi$ in the direction `(0, 1)`, which gives both the rate of the density and its joint continuity. `density_balance` splits the Schrödinger equation into real and imaginary parts and recombines them with `linear_combination`.

`kinetic_integral_im_eq_zero` applies the fundamental theorem of calculus to $\operatorname{Im}(f^*f')$, with regularity supplied by `second_deriv_regular`. It finds the phase of $f'$ by differentiating $f(x+L)$ in two ways; `hu` is the cancellation $e^{-i\theta}e^{i\theta}=1$.

`hasDerivAt_ringNorm` integrates the balance, takes the bound `C` from compactness and differentiates under the integral. `ringNorm_antitone` then needs only the sign of the derivative.

The flux could also have been modelled by a periodic $\varphi=e^{-i\theta x/L}\psi$, with kinetic term $\tfrac12(-i\partial_x+\theta/L)^2$. The boundary condition becomes simpler, the current gains a term $(\theta/L)|\varphi|^2$, and the norm law stays the same.

For wave-packet propagation with an absorbing potential, this fixes the sign and the factor of two for one particle on a ring, as long as the solution is C². An absorber that switches on with a jump generally has no C² solution, so the theorem doesn't cover it. Nor does it cover discretisation: a grid and a finite time step can still create norm if the propagation scheme is unstable.
